# For a fixed grid and basis, averaging disorder potentials below 2c² before forming the ZORA kernel never overestimates the mean kinetic operator

## A bias with a fixed sign

Suppose a material is disordered and its potential is first averaged over the configurations, then inserted into the ZORA kinetic operator. The kinetic operator obtained this way is generally not the average of the kinetic operators of the configurations. If every potential stays below twice the rest energy of the electron, the errors do not cancel between states either: for each fixed state, the expectation value is either right or too low.

The cause is that ZORA puts the potential in a denominator. In atomic units, with v the potential energy of the electron and c the speed of light, the operator is

T = σ·p [c²/(2c² − v)] σ·p.

For v = 0 it reduces to p²/2. The bracket, called the kernel below, is a convex function of v as long as v < 2c², that is, below twice the rest energy of the electron. Attractive nuclear potentials satisfy this condition.

## The operator on a grid

Let B be the matrix that takes basis coefficients f to the values of σ·p ψ on a grid, with square roots of the quadrature weights absorbed into it; these weights are assumed to be positive. The index i labels a grid point together with a spinor component. Then

T(v) = Bᴴ diag(c²/(2c² − v_i)) B.

Write u_i = 2c² − v_i, and let the potential fluctuate between v + d and v − d with equal probability. If |d_i| < u_i for all i, then

(T(v+d) + T(v−d))/2 − T(v) = Bᴴ diag(c²d_i²/(u_i(u_i² − d_i²))) B,

and the right-hand side is positive semidefinite. The condition says that both potentials stay below 2c². For c ≠ 0, the expectation value of this excess in f vanishes exactly when d_i = 0 or (Bf)_i = 0 for every i.

The sign persists for any finite set of configurations with probabilities p_k and potentials below 2c²: the mean of the operators minus the operator of the mean potential is positive semidefinite.

## From the scalar kernel to the matrix

At one grid point, drop the index i. The two kernels have denominators u − d and u + d, so

½[c²/(u−d) + c²/(u+d)] − c²/u
= c²u/(u² − d²) − c²/u
= c²[u² − (u² − d²)]/(u(u² − d²))
= c²d²/(u(u² − d²)).

Since |d| < u, both factors in the denominator are positive. The matrix identity follows because Bᴴ diag(w) B is linear in the real weights w_i. Its quadratic form, which is the expectation value for a normalised state, is

fᴴ Bᴴ diag(w) B f = Σ_i w_i |(Bf)_i|²,

which is nonnegative when all w_i are. A sum of nonnegative terms vanishes only if each term does. For c ≠ 0 the weight of the excess is zero only where d_i = 0, which gives the equality condition.

For several configurations, let x_k be the potentials at one point, a = Σ_k p_k x_k their mean, u_k = 2c² − x_k and U = 2c² − a. Then U = Σ_k p_k u_k is positive, because every u_k is positive and at least one p_k is. Expanding about the mean gives, without approximation,

1/u_k = 1/U + (U − u_k)/U² + (U − u_k)²/(u_k U²).

Multiplying by u_k U² confirms it: the right-hand side becomes u_k U + u_k(U − u_k) + (U − u_k)² = U². Here U − u_k = x_k − a, whose average is zero. Multiplying by c² and averaging therefore leaves

Σ_k p_k c²/u_k − c²/U = Σ_k p_k c²(x_k − a)²/(u_k U²) ≥ 0.

These are the weights of the excess operator for the ensemble.

## Why a grid cell is a different case

In a disorder average, every configuration is weighted by the same |(Bf)_i|² at point i. Within a coarse grid cell, the amplitude can vary along with the potential, and the sign is lost.

Take two points with potentials 1 and −1, c = 1 and B the identity. This is an algebraic toy model: c = 1 is not the speed of light in atomic units, and this B is not a discretised σ·p. The normalised state f = (0, 1) sits on the second point. Its kinetic energy is 1/(2 + 1) = 1/3, whereas the cell-averaged potential 0 gives 1/2. Averaging has raised the energy. For f = (1, 0) the same formula gives 1 against 1/2, so there averaging lowers it; this second comparison is not part of the Lean code.

## Reading the Lean statements

The finite types `m`, `n` and `κ` index grid values, basis functions and disorder configurations. `B : Matrix m n ℂ` is arbitrary, and potentials are real functions on `m`. `zoraKernel` is the scalar kernel, `weightedGram B w` is Bᴴ diag(w) B, and `zoraKinetic c B v` is T(v). `meanPotential p v` is the sum of the potentials weighted by `p k` at each point, which is their mean when the `p k` are probabilities. The quadratic form fᴴMf is written `star f ⬝ᵥ (M *ᵥ f)`; for a nonzero state in an orthonormal basis, dividing it by fᴴf gives the expectation value.

`zoraKinetic_midpoint` states the matrix identity and its positivity together, under `|d i| < 2 * c ^ 2 - v i` for all `i`. `zoraKinetic_midpoint_eq_iff` adds `c ≠ 0` and gives the equality condition. `zoraKinetic_disorder` assumes nonnegative `p k` with sum 1 and all potentials below 2c². It states positivity only; the explicit weights are in the scalar theorem `zoraKernel_average`. `cell_average_can_overestimate` is the two-point example.

The step from here to a real calculation is the identification of `B` with a discretised σ·p that is the same in all configurations. For one-electron ZORA matrices on a finite grid, the result then fixes the sign of the kinetic bias caused by a disorder-averaged potential. It compares expectation values at fixed `f`, not energy levels whose orbitals relax in each configuration.

```lean
import Mathlib

open Matrix
open scoped ComplexOrder

namespace ZoraPotentialAveraging

noncomputable section

variable {m n κ : Type*} [Fintype m] [DecidableEq m] [Fintype n] [Fintype κ]

/-- The ZORA kernel `c² / (2c² - v)` at a point with potential `v`, for `v ≠ 2c²`. -/
def zoraKernel (c v : ℝ) : ℝ := c ^ 2 / (2 * c ^ 2 - v)

/-- The operator `Bᴴ diag(w) B` with a real weight `w i` at each grid point. -/
def weightedGram (B : Matrix m n ℂ) (w : m → ℝ) : Matrix n n ℂ :=
  Bᴴ * diagonal (fun i => (w i : ℂ)) * B

/-- The ZORA kinetic operator `T(v) = Bᴴ diag(c² / (2c² - v i)) B`, for potentials with
`v i ≠ 2c²` at every grid point. -/
def zoraKinetic (c : ℝ) (B : Matrix m n ℂ) (v : m → ℝ) : Matrix n n ℂ :=
  weightedGram B (fun i => zoraKernel c (v i))

/-- The sum of the potentials `v k i` over configurations `k`, weighted by `p k`. It is the mean
potential when the `p k` are probabilities. -/
def meanPotential (p : κ → ℝ) (v : κ → m → ℝ) (i : m) : ℝ := ∑ k, p k * v k i

omit [Fintype n] in
/-- Matrix elements of `Bᴴ diag(w) B` are weighted sums over the grid points. -/
theorem weightedGram_apply (B : Matrix m n ℂ) (w : m → ℝ) (a b : n) :
    weightedGram B w a b = ∑ i, star (B i a) * (w i : ℂ) * B i b := by
  rw [weightedGram, Matrix.mul_apply]
  refine Finset.sum_congr rfl fun i _ => ?_
  rw [Matrix.mul_diagonal, Matrix.conjTranspose_apply]

/-- The quadratic form `fᴴ Bᴴ diag(w) B f` is the sum of `w i |(B f) i|²` over the grid. -/
theorem weightedGram_expectation (B : Matrix m n ℂ) (w : m → ℝ) (f : n → ℂ) :
    star f ⬝ᵥ (weightedGram B w *ᵥ f) =
      ((∑ i, w i * Complex.normSq ((B *ᵥ f) i) : ℝ) : ℂ) := by
  -- move `Bᴴ` onto the left vector
  have h : star f ⬝ᵥ (weightedGram B w *ᵥ f) =
      star (B *ᵥ f) ⬝ᵥ (diagonal (fun i => (w i : ℂ)) *ᵥ (B *ᵥ f)) := by
    rw [weightedGram, ← Matrix.mulVec_mulVec, ← Matrix.mulVec_mulVec,
      Matrix.dotProduct_mulVec (star f) Bᴴ, Matrix.star_mulVec]
  rw [h, dotProduct, Complex.ofReal_sum]
  refine Finset.sum_congr rfl fun i _ => ?_
  rw [Matrix.mulVec_diagonal, Pi.star_apply, Complex.ofReal_mul,
    Complex.normSq_eq_conj_mul_self, Complex.star_def]
  ring

/-- If all weights are nonnegative, `Bᴴ diag(w) B` is positive semidefinite. -/
theorem weightedGram_posSemidef (B : Matrix m n ℂ) (w : m → ℝ) (hw : ∀ i, 0 ≤ w i) :
    (weightedGram B w).PosSemidef := by
  have hD : (diagonal (fun i => (w i : ℂ)))ᴴ = diagonal (fun i => (w i : ℂ)) := by
    rw [Matrix.diagonal_conjTranspose]
    congr 1
    funext i
    simp
  refine Matrix.PosSemidef.of_dotProduct_mulVec_nonneg ?_ fun f => ?_
  · rw [Matrix.IsHermitian, weightedGram, Matrix.conjTranspose_mul, Matrix.conjTranspose_mul,
      hD, Matrix.conjTranspose_conjTranspose, Matrix.mul_assoc]
  · rw [weightedGram_expectation]
    exact Complex.zero_le_real.mpr
      (Finset.sum_nonneg fun i _ => mul_nonneg (hw i) (Complex.normSq_nonneg _))

/-- For `|d| < 2c² - v`, the mean of the kernel at `v + d` and `v - d` exceeds the kernel at
`v` by `c² d² / (u (u² - d²))` with `u = 2c² - v`. -/
theorem zoraKernel_midpoint (c v d : ℝ) (h : |d| < 2 * c ^ 2 - v) :
    (zoraKernel c (v + d) + zoraKernel c (v - d)) / 2 - zoraKernel c v =
      c ^ 2 * d ^ 2 / ((2 * c ^ 2 - v) * ((2 * c ^ 2 - v) ^ 2 - d ^ 2)) := by
  unfold zoraKernel
  rw [show 2 * c ^ 2 - (v + d) = (2 * c ^ 2 - v) - d by ring,
    show 2 * c ^ 2 - (v - d) = (2 * c ^ 2 - v) + d by ring]
  generalize 2 * c ^ 2 - v = u at h ⊢
  obtain ⟨h1, h2⟩ := abs_lt.1 h
  have hu : u ≠ 0 := by linarith
  have hm : u - d ≠ 0 := by linarith
  have hp : u + d ≠ 0 := by linarith
  rw [show u ^ 2 - d ^ 2 = (u - d) * (u + d) by ring]
  field_simp
  ring

/-- For `|d i| < u i = 2c² - v i`, the mean of `T(v + d)` and `T(v - d)` exceeds `T(v)` by
`Bᴴ diag(c² d² / (u (u² - d²))) B`, and this excess is positive semidefinite. -/
theorem zoraKinetic_midpoint (c : ℝ) (B : Matrix m n ℂ) (v d : m → ℝ)
    (h : ∀ i, |d i| < 2 * c ^ 2 - v i) :
    (1 / 2 : ℂ) • (zoraKinetic c B (v + d) + zoraKinetic c B (v - d)) - zoraKinetic c B v =
      weightedGram B (fun i => c ^ 2 * d i ^ 2 /
        ((2 * c ^ 2 - v i) * ((2 * c ^ 2 - v i) ^ 2 - d i ^ 2))) ∧
    ((1 / 2 : ℂ) • (zoraKinetic c B (v + d) + zoraKinetic c B (v - d)) -
      zoraKinetic c B v).PosSemidef := by
  have key : (1 / 2 : ℂ) • (zoraKinetic c B (v + d) + zoraKinetic c B (v - d)) -
      zoraKinetic c B v = weightedGram B (fun i => c ^ 2 * d i ^ 2 /
        ((2 * c ^ 2 - v i) * ((2 * c ^ 2 - v i) ^ 2 - d i ^ 2))) := by
    rw [← funext fun i => zoraKernel_midpoint c (v i) (d i) (h i)]
    ext a b
    simp only [Matrix.sub_apply, Matrix.smul_apply, Matrix.add_apply, smul_eq_mul,
      zoraKinetic, weightedGram_apply, Pi.add_apply, Pi.sub_apply]
    rw [← Finset.sum_add_distrib, Finset.mul_sum, ← Finset.sum_sub_distrib]
    refine Finset.sum_congr rfl fun i _ => ?_
    push_cast
    ring
  refine ⟨key, ?_⟩
  rw [key]
  refine weightedGram_posSemidef B _ fun i => ?_
  have hu : 0 < 2 * c ^ 2 - v i := (abs_nonneg _).trans_lt (h i)
  have hd : 0 < (2 * c ^ 2 - v i) ^ 2 - d i ^ 2 :=
    sub_pos.2 (sq_lt_sq.2 (by rw [abs_of_pos hu]; exact h i))
  positivity

/-- For `c ≠ 0` and `|d i| < 2c² - v i`, the quadratic form of the excess vanishes at `f` exactly
when, at every grid point, the fluctuation `d i` or the amplitude `(B f) i` vanishes. -/
theorem zoraKinetic_midpoint_eq_iff (c : ℝ) (hc : c ≠ 0) (B : Matrix m n ℂ) (v d : m → ℝ)
    (h : ∀ i, |d i| < 2 * c ^ 2 - v i) (f : n → ℂ) :
    star f ⬝ᵥ (((1 / 2 : ℂ) • (zoraKinetic c B (v + d) + zoraKinetic c B (v - d)) -
      zoraKinetic c B v) *ᵥ f) = 0 ↔ ∀ i, d i = 0 ∨ (B *ᵥ f) i = 0 := by
  have hpos : ∀ i, 0 < (2 * c ^ 2 - v i) * ((2 * c ^ 2 - v i) ^ 2 - d i ^ 2) := fun i => by
    have hu : 0 < 2 * c ^ 2 - v i := (abs_nonneg _).trans_lt (h i)
    exact mul_pos hu (sub_pos.2 (sq_lt_sq.2 (by rw [abs_of_pos hu]; exact h i)))
  rw [(zoraKinetic_midpoint c B v d h).1, weightedGram_expectation, Complex.ofReal_eq_zero,
    Finset.sum_eq_zero_iff_of_nonneg fun i _ => mul_nonneg
      (div_nonneg (by positivity) (hpos i).le) (Complex.normSq_nonneg _)]
  refine ⟨fun H i => ?_, fun H i _ => ?_⟩
  · rcases mul_eq_zero.1 (H i (Finset.mem_univ i)) with h0 | h0
    · rcases div_eq_zero_iff.1 h0 with h1 | h1
      · rcases mul_eq_zero.1 h1 with h2 | h2
        · exact absurd h2 (pow_ne_zero 2 hc)
        · exact Or.inl (pow_eq_zero_iff two_ne_zero |>.1 h2)
      · exact absurd h1 (hpos i).ne'
    · exact Or.inr (Complex.normSq_eq_zero.1 h0)
  · rcases H i with h0 | h0 <;> simp [h0]

/-- For probabilities `p k` and potentials `x k < 2c²` with mean `a`, one has `a < 2c²`, and
the mean kernel exceeds the kernel at `a` by an explicit weighted sum of `(x k - a)²`. -/
theorem zoraKernel_average (c a : ℝ) (p x : κ → ℝ) (hp : ∀ k, 0 ≤ p k) (hp1 : ∑ k, p k = 1)
    (hx : ∀ k, x k < 2 * c ^ 2) (ha : ∑ k, p k * x k = a) :
    a < 2 * c ^ 2 ∧ ∑ k, p k * zoraKernel c (x k) - zoraKernel c a =
      ∑ k, p k * (c ^ 2 * (x k - a) ^ 2 / ((2 * c ^ 2 - x k) * (2 * c ^ 2 - a) ^ 2)) := by
  have hlt : a < 2 * c ^ 2 := by
    obtain ⟨k, hk⟩ : ∃ k, 0 < p k := by
      by_contra h
      have h0 := Finset.sum_nonpos fun k (_ : k ∈ Finset.univ) =>
        not_lt.1 fun hk : 0 < p k => h ⟨k, hk⟩
      linarith
    have hs : 0 < ∑ k, p k * (2 * c ^ 2 - x k) :=
      Finset.sum_pos' (fun k _ => mul_nonneg (hp k) (sub_nonneg.2 (hx k).le))
        ⟨k, Finset.mem_univ k, mul_pos hk (sub_pos.2 (hx k))⟩
    simp only [mul_sub, Finset.sum_sub_distrib, ← Finset.sum_mul, hp1, ha] at hs
    linarith
  refine ⟨hlt, ?_⟩
  -- exact expansion about the mean; the linear term averages to zero
  have e1 : ∑ k, (p k * zoraKernel c a +
      c ^ 2 / (2 * c ^ 2 - a) ^ 2 * (p k * x k - a * p k)) = zoraKernel c a := by
    rw [Finset.sum_add_distrib, ← Finset.sum_mul, ← Finset.mul_sum, Finset.sum_sub_distrib,
      ← Finset.mul_sum, hp1, ha]
    ring
  rw [sub_eq_iff_eq_add]
  rw [← e1]
  rw [← Finset.sum_add_distrib]
  refine Finset.sum_congr rfl fun k _ => ?_
  have h1 : 2 * c ^ 2 - x k ≠ 0 := (sub_pos.2 (hx k)).ne'
  have h2 : 2 * c ^ 2 - a ≠ 0 := (sub_pos.2 hlt).ne'
  have expand : ∀ q u w : ℝ, u ≠ 0 → w ≠ 0 → q * (c ^ 2 / u) =
      q * (c ^ 2 * (w - u) ^ 2 / (u * w ^ 2)) +
        (q * (c ^ 2 / w) + c ^ 2 / w ^ 2 * (q * (w - u))) := by
    intro q u w hu hw
    have h : 1 / u = (w - u) ^ 2 / (u * w ^ 2) + 1 / w + (w - u) / w ^ 2 := by
      have huw : u * w ^ 2 ≠ 0 := mul_ne_zero hu (pow_ne_zero 2 hw)
      rw [div_add_div _ _ huw hw, div_add_div _ _ (mul_ne_zero huw hw) (pow_ne_zero 2 hw),
        div_eq_div_iff hu (mul_ne_zero (mul_ne_zero huw hw) (pow_ne_zero 2 hw))]
      ring
    linear_combination q * c ^ 2 * h
  unfold zoraKernel
  rw [show p k * x k - a * p k = p k * ((2 * c ^ 2 - a) - (2 * c ^ 2 - x k)) by ring,
    show x k - a = (2 * c ^ 2 - a) - (2 * c ^ 2 - x k) by ring]
  exact expand (p k) _ _ h1 h2

/-- For a finite disorder ensemble with probabilities `p k` and potentials below `2c²`, the
mean ZORA kinetic operator minus the one built from the mean potential is positive
semidefinite. -/
theorem zoraKinetic_disorder (c : ℝ) (B : Matrix m n ℂ) (p : κ → ℝ) (v : κ → m → ℝ)
    (hp : ∀ k, 0 ≤ p k) (hp1 : ∑ k, p k = 1) (hv : ∀ k i, v k i < 2 * c ^ 2) :
    (∑ k, (p k : ℂ) • zoraKinetic c B (v k) -
      zoraKinetic c B (meanPotential p v)).PosSemidef := by
  have key : ∑ k, (p k : ℂ) • zoraKinetic c B (v k) - zoraKinetic c B (meanPotential p v) =
      weightedGram B (fun i => ∑ k, p k * zoraKernel c (v k i) -
        zoraKernel c (meanPotential p v i)) := by
    ext a b
    simp only [Matrix.sub_apply, Matrix.sum_apply, Matrix.smul_apply, smul_eq_mul,
      zoraKinetic, weightedGram_apply, Finset.mul_sum]
    rw [Finset.sum_comm, ← Finset.sum_sub_distrib]
    refine Finset.sum_congr rfl fun i _ => ?_
    push_cast
    rw [mul_sub, sub_mul, Finset.mul_sum, Finset.sum_mul]
    congr 1
    exact Finset.sum_congr rfl fun k _ => by ring
  rw [key]
  refine weightedGram_posSemidef B _ fun i => ?_
  rw [(zoraKernel_average c (meanPotential p v i) p (fun k => v k i) hp hp1
    (fun k => hv k i) rfl).2]
  refine Finset.sum_nonneg fun k _ => mul_nonneg (hp k) (div_nonneg (by positivity) ?_)
  exact mul_nonneg (sub_nonneg.2 (hv k i).le) (sq_nonneg _)

/-- Averaging over the points of a grid cell is different: with potentials `1, -1` at two
points, `c = 1`, `B = 1` and `f` on the second point only, the mean potential `0` gives the
larger kinetic energy. -/
theorem cell_average_can_overestimate :
    (star (![0, 1] : Fin 2 → ℂ) ⬝ᵥ
      (zoraKinetic 1 (1 : Matrix (Fin 2) (Fin 2) ℂ) ![1, -1] *ᵥ ![0, 1])).re <
    (star (![0, 1] : Fin 2 → ℂ) ⬝ᵥ
      (zoraKinetic 1 (1 : Matrix (Fin 2) (Fin 2) ℂ) (fun _ => 0) *ᵥ ![0, 1])).re := by
  simp only [zoraKinetic, weightedGram_expectation, Complex.ofReal_re, Matrix.one_mulVec]
  norm_num [zoraKernel, Fin.sum_univ_two]

end

end ZoraPotentialAveraging
```

```lean
#print axioms ZoraPotentialAveraging.zoraKinetic_midpoint_eq_iff
#print axioms ZoraPotentialAveraging.zoraKinetic_disorder
#print axioms ZoraPotentialAveraging.cell_average_can_overestimate
```

```
'ZoraPotentialAveraging.zoraKinetic_midpoint_eq_iff' depends on axioms: [propext, Classical.choice, Quot.sound]
'ZoraPotentialAveraging.zoraKinetic_disorder' depends on axioms: [propext, Classical.choice, Quot.sound]
'ZoraPotentialAveraging.cell_average_can_overestimate' depends on axioms: [propext, Classical.choice, Quot.sound]
```

## How the lemmas fit together

`weightedGram_apply` writes a matrix element as a sum over the grid. `weightedGram_expectation` moves Bᴴ onto the left vector and obtains the weighted sum of |(Bf)_i|². From this, `weightedGram_posSemidef` derives positivity for nonnegative weights.

`zoraKernel_midpoint` is the scalar calculation. It replaces 2c² − v by a single variable `u`, shows that the three denominators are nonzero, and leaves the fractions to `field_simp` and `ring`. `zoraKinetic_midpoint` applies this identity at every grid point and compares the two matrices entry by entry. Positivity then follows from the sign of the explicit weights.

For the equality condition, `Finset.sum_eq_zero_iff_of_nonneg` splits a vanishing sum into vanishing terms. The case distinctions that follow rule out c = 0 and a zero denominator, leaving d_i = 0 or (Bf)_i = 0.

In `zoraKernel_average`, the first part proves a < 2c². The auxiliary statement `e1` says that the constant and linear terms average to the kernel at `a`, and `expand` is the expansion about the mean, with `w` in the role of U. `zoraKinetic_disorder` exchanges the sums over configurations and grid points, so that this scalar result supplies each weight. The cell example reduces through the expectation formula to 1/3 < 1/2.

## An inequality between complex numbers

The passage from weights to operators uses `Matrix.PosSemidef.of_dotProduct_mulVec_nonneg`. It asks for two things: that the matrix is Hermitian, and that `0 ≤ star f ⬝ᵥ (M *ᵥ f)` for every `f`. The second is an inequality in ℂ, which has a meaning here because `open scoped ComplexOrder` activates a partial order. In that order, 0 ≤ z means that z has zero imaginary part and nonnegative real part.

`weightedGram_expectation` is stated to suit this goal: its right-hand side is a real sum, converted to ℂ as a whole. After rewriting with it, `Complex.zero_le_real` turns the complex inequality into a real one, and `Finset.sum_nonneg` finishes the argument term by term. Hermiticity is proved separately, from the fact that a diagonal matrix with real entries is its own conjugate transpose.
